# For N identical non-interacting units, the product eigenstate has energy Ne and reference weight w^N

Q: Take two copies of a two-level unit that do not interact. In some unit of energy, the one-unit Hamiltonian h has rows (0, 3√11) and (3√11, 98). It has the normalised eigenvector

c = (3√11/10, −1/10), with eigenvalue −1.

State 0 is my reference, with weight 0.99. For the pair I multiply amplitudes:

Ψ(0,0) = 99/100, Ψ(0,1) = Ψ(1,0) = −3√11/100, Ψ(1,1) = 1/100.

The reference weight has dropped to 0.9801. Has anything physical happened?

A: Each unit is in the same state as before. Check the eigenvalue equation at the reference configuration, where the diagonal elements of h vanish:

(HΨ)(0,0) = 3√11 Ψ(1,0) + 3√11 Ψ(0,1) = −198/100 = −2 Ψ(0,0).

The energy has doubled and the weight has been squared. With more copies the energy keeps adding and the weight keeps multiplying, so the weight must eventually fall below any positive bound you set.

Q: Show me that for N units, without relying on these numbers.

A: Let unit i have Hamiltonian hᵢ and a normalised eigenvector cᵢ with eigenvalue eᵢ. The total Hamiltonian H is the sum of the hᵢ, each acting on its own unit. A configuration s assigns a state sᵢ to each unit, and Ψ(s) is the product of all the cᵢ(sᵢ). Fix one unit i and write R for the product of the other factors, so that Ψ(s) = cᵢ(sᵢ) R. Letting hᵢ act changes only the state of unit i, and R comes out of the sum:

Σ_b hᵢ(sᵢ,b) cᵢ(b) R = eᵢ cᵢ(sᵢ) R = eᵢ Ψ(s).

Summing over i gives HΨ = (Σᵢ eᵢ) Ψ, which is Ne Ψ for identical units with eigenvalue e. The norm factorises, because summing a product over all configurations is the same as multiplying the separate sums:

Σ_s |Ψ(s)|² = ∏ᵢ Σ_k |cᵢ(k)|² = 1.

Now let all units share the same c, and let r be the reference state, with w = |c(r)|². The configuration with every unit in r has amplitude c(r)^N and therefore weight w^N. For 0 < w < 1 the logarithm is increasing and ln w is negative, so

w^N < 1/2 ⇔ N ln w < −ln 2 ⇔ N > ln 2/(−ln w).

For w = 0.99 the quotient is about 68.97, so the first such N is 69.

Q: I accept the algebra. My doubt is whether the Lean statement is about the same objects. What is a unit there, and what is a many-unit wavefunction?

A: The units are labelled by a finite type `ι`, and the states of each unit by a finite type `κ`.

```lean
import Mathlib

open Matrix

namespace ReferenceWeight

noncomputable section

variable {ι κ : Type*} [Fintype ι] [DecidableEq ι] [Fintype κ]
```

A configuration is a function `ι → κ`, and a wavefunction assigns a complex amplitude to each configuration. The product state is the one I wrote down.

```lean
/-- The product wavefunction of several units: the amplitude of a configuration `s` is the
product of the amplitudes `c i (s i)` of the units. -/
def productState (c : ι → κ → ℂ) : (ι → κ) → ℂ :=
  fun s => ∏ i, c i (s i)
```

Q: And the Hamiltonian? I would expect a large matrix built from Kronecker products.

A: It is given by its action, which is the same operator without the bookkeeping. `siteOp A i` sums over the state `b` of unit `i` and leaves the other units alone; `Function.update s i b` is the configuration `s` with unit `i` reset to `b`.

```lean
/-- The one-unit operator `A` acting on unit `i` of a many-unit wavefunction, with all other
units left as they are. -/
def siteOp (A : Matrix κ κ ℂ) (i : ι) (Ψ : (ι → κ) → ℂ) : (ι → κ) → ℂ :=
  fun s => ∑ b, A (s i) b * Ψ (Function.update s i b)
```

The total Hamiltonian adds these terms over the units. There is no coupling term between units, and that is the central idealisation.

```lean
/-- The Hamiltonian of non-interacting units: the sum of the one-unit Hamiltonians `h i`, each
acting on its own unit. -/
def totalH (h : ι → Matrix κ κ ℂ) (Ψ : (ι → κ) → ℂ) : (ι → κ) → ℂ :=
  ∑ i, siteOp (h i) i Ψ
```

Q: Then the first thing to establish is that one term acts correctly on the product.

A: Yes, and the proof follows the step with R. The intermediate statement `hu` splits the amplitude of unit `i` from the product over the rest, written as a product over `Finset.univ.erase i`. The one-unit equation is then read off at the component `s i`, and the common factor is moved through the sum.

```lean
/-- If `c i` satisfies the eigenvalue equation of `A` with eigenvalue `e`, then the product state
satisfies the eigenvalue equation of `A` acting on unit `i`, with the same `e`. -/
theorem siteOp_productState (A : Matrix κ κ ℂ) (c : ι → κ → ℂ) (i : ι) (e : ℂ)
    (h : A *ᵥ c i = e • c i) :
    siteOp A i (productState c) = e • productState c := by
  funext s
  -- split off the amplitude of unit `i`
  have hu : ∀ b, productState c (Function.update s i b)
      = c i b * ∏ j ∈ Finset.univ.erase i, c j (s j) := by
    intro b
    unfold productState
    rw [← Finset.mul_prod_erase _ _ (Finset.mem_univ i), Function.update_self]
    congr 1
    apply Finset.prod_congr rfl
    intro j hj
    rw [Function.update_of_ne (Finset.ne_of_mem_erase hj)]
  have hs := hu (s i)
  rw [Function.update_eq_self] at hs
  -- the eigenvalue equation of the single unit
  have he := congrFun h (s i)
  simp only [Matrix.mulVec, dotProduct, Pi.smul_apply, smul_eq_mul] at he
  simp only [siteOp, hu, Pi.smul_apply, smul_eq_mul]
  rw [hs, ← mul_assoc, ← he, Finset.sum_mul]
  apply Finset.sum_congr rfl
  intro b _
  ring
```

Adding the terms gives the additive energy. The units may have different Hamiltonians and eigenvalues here, although they share the same set of state labels.

```lean
/-- Energies of non-interacting units add: if every `c i` satisfies the eigenvalue equation of `h i`
with eigenvalue `e i`, then the product state satisfies the eigenvalue equation of the total
Hamiltonian with the sum of the `e i`. -/
theorem totalH_productState (h : ι → Matrix κ κ ℂ) (c : ι → κ → ℂ) (e : ι → ℂ)
    (hc : ∀ i, h i *ᵥ c i = e i • c i) :
    totalH h (productState c) = (∑ i, e i) • productState c := by
  unfold totalH
  rw [Finset.sum_smul]
  exact Finset.sum_congr rfl fun i _ => siteOp_productState (h i) c i (e i) (hc i)
```

Q: An eigenvalue equation is also satisfied by the zero vector. Is that excluded?

A: By the norm. The next theorem exchanges the product and the sum through `Finset.prod_univ_sum`, and each factor is 1 by assumption.

```lean
/-- A product of normalised one-unit states is normalised. -/
theorem productState_normalised (c : ι → κ → ℂ) (hn : ∀ i, ∑ k, ‖c i k‖ ^ 2 = 1) :
    ∑ s, ‖productState c s‖ ^ 2 = 1 := by
  -- the sum over configurations factorises into sums over the units
  have hf : ∏ i, ∑ k, ‖c i k‖ ^ 2 = ∑ s : ι → κ, ∏ i, ‖c i (s i)‖ ^ 2 := by
    rw [Finset.prod_univ_sum, Fintype.piFinset_univ]
  simp only [productState, norm_prod, ← Finset.prod_pow]
  rw [← hf]
  exact Finset.prod_eq_one fun i _ => hn i
```

The reference weight is then a constant product. The index type is now `Fin N`, that is, N labelled units.

```lean
omit [Fintype κ] in
/-- For `N` identical units, the weight of the configuration with every unit in state `r` is the
`N`-th power of the one-unit weight of `r`. -/
theorem reference_weight (c : κ → ℂ) (r : κ) (N : ℕ) :
    ‖productState (fun _ : Fin N => c) (fun _ => r)‖ ^ 2 = (‖c r‖ ^ 2) ^ N := by
  simp only [productState, Finset.prod_const, Finset.card_univ, Fintype.card_fin, norm_pow]
  ring
```

Q: Now the main statement. What exactly is assumed, and what comes out?

A: The assumptions are the eigenvalue equation `h *ᵥ c = e • c`, normalisation of `c`, and a reference weight strictly between 0 and 1. The last condition says that the reference is present in the state of the unit but is not all of it. The conclusion has four parts: the product state has eigenvalue N e, it has norm 1, −ln w is positive, and the reference weight is below one half exactly when N exceeds the quotient.

```lean
/-- Let `c` be a normalised eigenvector of the one-unit Hamiltonian `h` with eigenvalue `e`, and
let its reference weight `w = |c r|²` satisfy `0 < w < 1`. Then the `N`-unit product state is a
normalised eigenvector with eigenvalue `N e`, and its reference weight is below one half exactly
when `N` exceeds `ln 2 / (-ln w)`, whose denominator is positive. -/
theorem exact_state_loses_reference (h : Matrix κ κ ℂ) (c : κ → ℂ) (e : ℂ) (r : κ)
    (hc : h *ᵥ c = e • c) (hn : ∑ k, ‖c k‖ ^ 2 = 1)
    (h0 : 0 < ‖c r‖ ^ 2) (h1 : ‖c r‖ ^ 2 < 1) (N : ℕ) :
    totalH (fun _ : Fin N => h) (productState fun _ => c)
        = ((N : ℂ) * e) • productState (fun _ : Fin N => c) ∧
    ∑ s, ‖productState (fun _ : Fin N => c) s‖ ^ 2 = 1 ∧
    0 < -Real.log (‖c r‖ ^ 2) ∧
    (‖productState (fun _ : Fin N => c) (fun _ => r)‖ ^ 2 < 1 / 2 ↔
      Real.log 2 / (-Real.log (‖c r‖ ^ 2)) < N) := by
  have hl : 0 < -Real.log (‖c r‖ ^ 2) := neg_pos.mpr (Real.log_neg h0 h1)
  refine ⟨?_, productState_normalised _ fun _ => hn, hl, ?_⟩
  · have hE := totalH_productState (fun _ : Fin N => h) (fun _ => c) (fun _ => e) (fun _ => hc)
    simp only [Finset.sum_const, Finset.card_univ, Fintype.card_fin, nsmul_eq_mul] at hE
    exact hE
  · -- compare logarithms of `w ^ N` and `1 / 2`
    rw [reference_weight, div_lt_iff₀ hl,
      ← Real.log_lt_log_iff (pow_pos h0 N) (by norm_num), Real.log_pow, one_div, Real.log_inv]
    constructor <;> intro h <;> linarith
```

The first two parts come from the earlier theorems. For the last, `div_lt_iff₀` multiplies out the positive denominator, `Real.log_lt_log_iff` replaces the comparison of w^N with 1/2 by one of their logarithms, and `linarith` finishes the linear rearrangement in both directions.

Q: I see no assumption that `h` is Hermitian. Is this still quantum mechanics?

A: The theorem is more general than you need. A Hermitian `h` is a special case, and so is a real symmetric 2 by 2 matrix, with its entries read as complex numbers. The eigenvalue `e` is typed as complex; for a Hermitian `h` and a normalised `c` it is real. Nor does the theorem require `c` to be the ground state, so it applies equally to an excited eigenvector.

Q: What happens with no units at all?

A: At N = 0 there is one empty configuration with amplitude 1. The energy is 0, the weight is 1, and the criterion correctly says that the weight is not below one half, since the quotient is positive.

Q: The number 69 worries me more. A threshold of 68.97 is close to an integer, and I would not trust a rounded logarithm there.

A: The proof uses no logarithm at that point. It compares two rational powers with one half:

0.99^69 < 1/2 < 0.99^68.

Powers of 0.99 do not increase with the exponent, so every N up to 68 stays above one half and every N from 69 onwards lies below it. In the code `norm_num` evaluates the two powers and `pow_le_pow_of_le_one` supplies the monotonicity.

```lean
omit [Fintype κ] in
/-- If the reference has weight 0.99 in each unit, its weight in the product state of `N` units
is below one half exactly from `N = 69` onwards. -/
theorem below_half_iff_sixty_nine (c : κ → ℂ) (r : κ) (hr : ‖c r‖ ^ 2 = 99 / 100) (N : ℕ) :
    ‖productState (fun _ : Fin N => c) (fun _ => r)‖ ^ 2 < 1 / 2 ↔ 69 ≤ N := by
  rw [reference_weight, hr]
  constructor
  · intro h
    by_contra hN
    have hp : (99 / 100 : ℝ) ^ 68 ≤ (99 / 100) ^ N :=
      pow_le_pow_of_le_one (by norm_num) (by norm_num) (by omega)
    have h68 : (1 / 2 : ℝ) < (99 / 100) ^ 68 := by norm_num
    linarith
  · intro hN
    have hp : (99 / 100 : ℝ) ^ N ≤ (99 / 100) ^ 69 :=
      pow_le_pow_of_le_one (by norm_num) (by norm_num) hN
    have h69 : (99 / 100 : ℝ) ^ 69 < 1 / 2 := by norm_num
    linarith
```

This theorem needs only the one-unit weight 99/100. The eigenvalue equation and normalisation matter for interpreting the result as a statement about an eigenstate, not for the count.

Q: When the weight drops below one half, I would say that the reference has lost its leading role. Has some other configuration overtaken it?

A: No, provided that r has the largest amplitude in modulus within each unit. Every configuration's modulus is a product of N factors, each at most |c(r)|, so

|Ψ(s)|² ≤ |c(r)|^(2N) = w^N.

The proof compares the products factor by factor with `Finset.prod_le_prod` and then squares.

```lean
omit [Fintype κ] in
/-- If no state of a unit has a larger amplitude in modulus than `r`, then no configuration of
the `N`-unit product state has a larger weight than the one with every unit in `r`. -/
theorem reference_stays_dominant (c : κ → ℂ) (r : κ) (hr : ∀ k, ‖c k‖ ≤ ‖c r‖) (N : ℕ)
    (s : Fin N → κ) :
    ‖productState (fun _ => c) s‖ ^ 2
      ≤ ‖productState (fun _ : Fin N => c) (fun _ => r)‖ ^ 2 := by
  simp only [productState, norm_prod]
  exact pow_le_pow_left₀ (Finset.prod_nonneg fun i _ => norm_nonneg _)
    (Finset.prod_le_prod (fun i _ => norm_nonneg _) fun i _ => hr _) 2
```

Ties are allowed, so r need not be the only leading state. With w = 0.99 in a normalised unit it is the only one, since the remaining states share a weight of 0.01. At N = 69 the reference holds slightly less than half of the total weight, and the rest is spread over many configurations, each of which has a smaller weight.

Q: Is there any actual Hamiltonian with weight 0.99, or could the assumptions be empty?

A: Your opening example is in the file. Its Hamiltonian has diagonal elements 0 and 98 and coupling 3√11.

```lean
/-- The Hamiltonian of a two-level unit with diagonal elements 0 and 98 and coupling `3 √11`. -/
def unitH : Matrix (Fin 2) (Fin 2) ℂ :=
  !![0, 3 * ((√11 : ℝ) : ℂ); 3 * ((√11 : ℝ) : ℂ), 98]
```

Its eigenvector has the amplitudes you gave.

```lean
/-- The two-level state with amplitudes `3 √11 / 10` and `-1 / 10`. -/
def unitC : Fin 2 → ℂ :=
  ![((3 * √11 / 10 : ℝ) : ℂ), ((-1 / 10 : ℝ) : ℂ)]
```

The check is short. The first row of the eigenvalue equation gives

3√11 · (−1/10) = −(3√11/10),

and the second gives

3√11 · (3√11/10) − 98/10 = 99/10 − 98/10 = 1/10 = −(−1/10).

The weights are 99/100 and 1/100, which add to 1. The trace of the matrix is 98, so its other eigenvalue is 99 and your state is the ground state of the unit.

```lean
/-- The matrix `unitH` is Hermitian, and `unitC` is a normalised eigenvector of it with
eigenvalue `-1` and reference weight 0.99. -/
theorem unit_witness :
    unitH.IsHermitian ∧ unitH *ᵥ unitC = (-1 : ℂ) • unitC ∧
    ∑ k, ‖unitC k‖ ^ 2 = 1 ∧ ‖unitC 0‖ ^ 2 = 99 / 100 := by
  have hR : √11 ^ 2 = (11 : ℝ) := Real.sq_sqrt (by norm_num)
  have hC : ((√11 : ℝ) : ℂ) ^ 2 = 11 := by
    rw [← Complex.ofReal_pow, hR]
    norm_num
  have w0 : ‖unitC 0‖ ^ 2 = 99 / 100 := by
    change ‖((3 * √11 / 10 : ℝ) : ℂ)‖ ^ 2 = 99 / 100
    rw [Complex.norm_real, Real.norm_eq_abs, sq_abs]
    linear_combination (9 / 100) * hR
  have w1 : ‖unitC 1‖ ^ 2 = 1 / 100 := by
    change ‖((-1 / 10 : ℝ) : ℂ)‖ ^ 2 = 1 / 100
    rw [Complex.norm_real, Real.norm_eq_abs, sq_abs]
    norm_num
  refine ⟨?_, ?_, ?_, w0⟩
  · apply Matrix.IsHermitian.ext
    intro i j
    fin_cases i <;> fin_cases j <;> simp [unitH]
  · funext i
    fin_cases i
    · simp [unitH, unitC, Matrix.mulVec, dotProduct, Fin.sum_univ_two]
      ring
    · simp [unitH, unitC, Matrix.mulVec, dotProduct, Fin.sum_univ_two]
      linear_combination (9 / 10) * hC
  · rw [Fin.sum_univ_two, w0, w1]
    norm_num

end

end ReferenceWeight
```

The proof follows these lines. `w0` and `w1` are the two weights, `fin_cases` runs through the matrix entries and the two rows, and the only fact about the root that enters is that its square is 11.

```lean
#print axioms ReferenceWeight.totalH_productState
#print axioms ReferenceWeight.exact_state_loses_reference
#print axioms ReferenceWeight.below_half_iff_sixty_nine
#print axioms ReferenceWeight.reference_stays_dominant
```

```
'ReferenceWeight.totalH_productState' depends on axioms: [propext, Classical.choice, Quot.sound]
'ReferenceWeight.exact_state_loses_reference' depends on axioms: [propext, Classical.choice, Quot.sound]
'ReferenceWeight.below_half_iff_sixty_nine' depends on axioms: [propext, Classical.choice, Quot.sound]
'ReferenceWeight.reference_stays_dominant' depends on axioms: [propext, Classical.choice, Quot.sound]
```

Q: My units would be molecules, and electrons are antisymmetric. Where is that?

A: It is absent: the units are labelled and distinguishable. For well-separated fragments with mutually orthogonal orbitals, one would identify each configuration with an antisymmetrised product, whose coefficients are again products up to sign, but that identification is a physical reading that we bring to the theorems. Interactions between the units are absent too, and with them the eigenstate would in general no longer be a product.

Q: The reference also depends on my choice of basis, doesn't it?

A: It does. The weight belongs to a state and a basis together. If you took c itself as a basis vector of each unit, the reference weight would be 1 for every N, a case that the condition w < 1 leaves out. In electronic structure the basis of configurations is usually fixed by a choice of orbitals, and a correlated fragment then has w < 1.

Q: So what should I take from this when a calculation reports a small leading weight?

A: That the number has to be read together with the size of the system. In this model of identical, non-interacting units, a leading weight below one half can come entirely from the number of weakly correlated units, so by itself it does not show that any one of them has strong static correlation. The same model shows what a truncated configuration expansion is up against: the eigenstate it has to represent keeps a strictly additive energy while the weight of its reference decays exponentially with N.
